# The entries of the squared graph Laplacian from adjacency, site degrees and common-neighbour counts

On a finite simple graph with unweighted edges, the Laplacian $L = D - A$ is the degree matrix minus the adjacency matrix; it can be read as the Hamiltonian of one particle hopping between sites with amplitude $-1$ and on-site energy equal to the degree. The lemma gives every entry of its square: $(L^2)_{ij} = \delta_{ij} d_i^2 - A_{ij}(d_i + d_j) + c_{ij}$, where $d_i$ is the degree of site $i$ and $c_{ij}$ is the number of common neighbours of $i$ and $j$. The attempt first shows that $(A^2)_{ij} = c_{ij}$, then expands $L^2$ into four matrix products without letting $D$ and $A$ commute. It reads off the entries, splits on whether $i = j$ and whether the sites are adjacent, and leaves the algebra to `ring`.

The failing Lean file:

```lean
import Mathlib

open Matrix

namespace LapSqApply

noncomputable section

variable {V : Type*} [Fintype V] [DecidableEq V]

/-- The entries of the squared Laplacian in terms of site degrees and the number of common
neighbours. -/
theorem lap_sq_apply (G : SimpleGraph V) [DecidableRel G.Adj] (i j : V) :
    (G.lapMatrix ℝ ^ 2) i j = (if i = j then (G.degree i : ℝ) ^ 2 else 0)
      - (if G.Adj i j then (G.degree i : ℝ) + G.degree j else 0)
      + ((G.neighborFinset i ∩ G.neighborFinset j).card : ℝ) := by
  -- two-step walks from i to j count the common neighbours
  have hA : (G.adjMatrix ℝ * G.adjMatrix ℝ) i j
      = ((G.neighborFinset i ∩ G.neighborFinset j).card : ℝ) := by
    rw [SimpleGraph.adjMatrix_mul_apply]
    simp only [SimpleGraph.adjMatrix_apply]
    rw [Finset.sum_boole]
    congr 2
    ext u
    simp only [Finset.mem_filter, Finset.mem_inter, SimpleGraph.mem_neighborFinset,
      G.adj_comm u j]
  have hL : G.lapMatrix ℝ ^ 2 = G.degMatrix ℝ * G.degMatrix ℝ
      - G.degMatrix ℝ * G.adjMatrix ℝ - G.adjMatrix ℝ * G.degMatrix ℝ
      + G.adjMatrix ℝ * G.adjMatrix ℝ := by
    rw [SimpleGraph.lapMatrix]
    noncomm_ring
  rw [hL, Matrix.add_apply, hA]
  simp only [Matrix.sub_apply, SimpleGraph.degMatrix, Matrix.diagonal_mul,
    Matrix.mul_diagonal, Matrix.diagonal_apply, SimpleGraph.adjMatrix_apply]
  split_ifs <;> ring

end

end LapSqApply
```

Lean reports:

```
Try this:
  [apply] ring_nf
  
  The `ring` tactic failed to close the goal. Use `ring_nf` to obtain a normal form.
    
  Note that `ring` works primarily in *commutative* rings. If you have a noncommutative ring, abelian group or module, consider using `noncomm_ring`, `abel` or `module` instead.
Try this:
  [apply] ring_nf
  
  The `ring` tactic failed to close the goal. Use `ring_nf` to obtain a normal form.
    
  Note that `ring` works primarily in *commutative* rings. If you have a noncommutative ring, abelian group or module, consider using `noncomm_ring`, `abel` or `module` instead.
Main.lean:16:64: error: unsolved goals
case pos
V : Type u_1
inst✝² : Fintype V
inst✝¹ : DecidableEq V
G : SimpleGraph V
inst✝ : DecidableRel G.Adj
i j : V
hA : (SimpleGraph.adjMatrix ℝ G * SimpleGraph.adjMatrix ℝ G) i j = ↑(G.neighborFinset i ∩ G.neighborFinset j).card
hL :
  SimpleGraph.lapMatrix ℝ G ^ 2 =
    SimpleGraph.degMatrix ℝ G * SimpleGraph.degMatrix ℝ G - SimpleGraph.degMatrix ℝ G * SimpleGraph.adjMatrix ℝ G -
        SimpleGraph.adjMatrix ℝ G * SimpleGraph.degMatrix ℝ G +
      SimpleGraph.adjMatrix ℝ G * SimpleGraph.adjMatrix ℝ G
h✝¹ : i = j
h✝ : G.Adj i j
⊢ -↑(G.degree i) + ↑(G.degree i) * ↑(G.degree j) - ↑(G.degree j) + ↑(G.neighborFinset i ∩ G.neighborFinset j).card =
    -↑(G.degree i) + ↑(G.degree i) ^ 2 - ↑(G.degree j) + ↑(G.neighborFinset i ∩ G.neighborFinset j).card

case neg
V : Type u_1
inst✝² : Fintype V
inst✝¹ : DecidableEq V
G : SimpleGraph V
inst✝ : DecidableRel G.Adj
i j : V
hA : (SimpleGraph.adjMatrix ℝ G * SimpleGraph.adjMatrix ℝ G) i j = ↑(G.neighborFinset i ∩ G.neighborFinset j).card
hL :
  SimpleGraph.lapMatrix ℝ G ^ 2 =
    SimpleGraph.degMatrix ℝ G * SimpleGraph.degMatrix ℝ G - SimpleGraph.degMatrix ℝ G * SimpleGraph.adjMatrix ℝ G -
        SimpleGraph.adjMatrix ℝ G * SimpleGraph.degMatrix ℝ G +
      SimpleGraph.adjMatrix ℝ G * SimpleGraph.adjMatrix ℝ G
h✝¹ : i = j
h✝ : ¬G.Adj i j
⊢ ↑(G.degree i) * ↑(G.degree j) + ↑(G.neighborFinset i ∩ G.neighborFinset j).card =
    ↑(G.degree i) ^ 2 + ↑(G.neighborFinset i ∩ G.neighborFinset j).card
```

Both "Try this" messages say that `ring` failed to close a goal; the error then shows the two goals left over, both with `i = j` among the hypotheses. Apart from terms common to both sides, each asks that `↑(G.degree i) * ↑(G.degree j)` equal `↑(G.degree i) ^ 2`. The product comes from the entry of $D^2$, where `Matrix.mul_diagonal` supplies the degree at the column index `j`. The equation is true when `i = j`, but `ring` does not use hypotheses, so it treats the two degrees as unrelated quantities. `split_ifs` had only recorded the equality, without replacing one site by the other in the goal.

The repair splits on `i = j` first. In the equal case, `subst h` makes the two sites a single variable, so both degrees become the same term and `ring` can finish after `split_ifs`. In the unequal case the $D^2$ entry vanishes, and the original `split_ifs <;> ring` suffices.

After these edits no error is left:

```diff
@@ -33,5 +33,8 @@
   simp only [Matrix.sub_apply, SimpleGraph.degMatrix, Matrix.diagonal_mul,
     Matrix.mul_diagonal, Matrix.diagonal_apply, SimpleGraph.adjMatrix_apply]
-  split_ifs <;> ring
+  by_cases h : i = j
+  · subst h
+    split_ifs <;> ring
+  · split_ifs <;> ring
 
 end
```
